# The fermionic Wick sum is unchanged when the operator string is reversed and the contraction's arguments are exchanged

Take non-interacting fermions in a grand-canonical thermal state and evaluate the expectation value of a string of creation and annihilation operators by Wick's theorem. The adjoint string has the operators in reverse order, each replaced by its adjoint, and its expectation value must be the complex conjugate of the first. But the usual recursion contracts the *first* operator with each later one, and after reversal a different operator comes first. Given this conjugation rule for strings of two operators, I would like to see from the recursion alone, signs included, that the two results are conjugate for strings of any length. Can this be made rigorous and checked by machine, for instance in Lean 4?

## Expanding from either end of the string

Yes. The key is that the Wick sum can also be expanded along the last operator.

Let $c(x,y)$ be the contraction of $x$ with a later operator $y$. Physically it is the expectation value $\langle xy\rangle$; for the algebra, its values may lie in any commutative ring. Write $x::L$ for the string with first operator $x$ followed by $L$, $L+[x]$ for $L$ followed by $x$, $|L|$ for the length, $L_j$ for the operator at position $j$ (counted from 0), and $L\setminus j$ for the string without it. The Wick sum is

$$W_c([])=1,\qquad W_c(x::L)=\sum_j(-1)^j c(x,L_j)\,W_c(L\setminus j).$$

For any function $F$ of an operator and a string, define the removal sum

$$S_F(L)=\sum_j(-1)^jF(L_j,L\setminus j),$$

so that $W_c(x::L)=S_F(L)$ with $F(y,M)=c(x,y)W_c(M)$.

**Removing two operators.** Consider the double sum

$$D_G(L)=\sum_j\sum_k(-1)^{j+k}G\big(L_j,(L\setminus j)_k,(L\setminus j)\setminus k\big).$$

Take original positions $p<q$. Removing $p$ first shifts $q$ to $q-1$, which gives the sign $(-1)^{p+q-1}$. Removing $q$ first gives $(-1)^{p+q}$. Exchanging the first two arguments of $G$ therefore changes the sign of $D_G$.

**Expanding along the last operator.** The claim is

$$W_c(L+[x])=(-1)^{|L|+1}\sum_j(-1)^jc(L_j,x)\,W_c(L\setminus j).$$

For empty $L$ both sides vanish. For a string $a::L$ with $n=|L|$, expand the left side along $a$:

$$W_c(a::L+[x])=\sum_j(-1)^jc(a,L_j)W_c(L\setminus j+[x])+(-1)^nc(a,x)W_c(L).$$

By induction, $W_c(L\setminus j+[x])$ can be expanded along $x$ with prefactor $(-1)^n$. The first term becomes $(-1)^nA$, where $A=D_G(L)$ with $G(y,z,N)=c(a,y)c(z,x)W_c(N)$.

The right side of the claim for $a::L$ has prefactor $(-1)^{n+2}=(-1)^n$. Separating the removal of $a$, and expanding the other terms along $a$, gives

$$(-1)^n\big[c(a,x)W_c(L)-B\big],$$

where $B$ is $A$ with the first two arguments of $G$ exchanged. Since $A=-B$, the two sides agree.

**Reversal.** Write $L^{r}$ for the reversed string and $c'(x,y)=c(y,x)$. Position $j$ of $L$ is position $|L|-1-j$ of $L^r$, so

$$S_F(L^r)=(-1)^{|L|+1}\sum_j(-1)^jF\big(L_j,(L\setminus j)^r\big).$$

Since $(x::L)^r=L^r+[x]$, the last-operator expansion gives

$$W_{c'}((x::L)^r)=(-1)^{2(|L|+1)}\sum_j(-1)^jc(x,L_j)\,W_{c'}((L\setminus j)^r).$$

The two signs cancel, and induction on the length turns the right side into $W_c(x::L)$. Hence $W_{c'}(L^r)=W_c(L)$ for every $L$.

**Adjoints.** Suppose $c(y^\dagger,x^\dagger)=c(x,y)^*$. Write $L^\dagger$ for $L$ with each operator replaced by its adjoint, in the original order. Reversal gives $W_c((L^\dagger)^r)=W_{c'}(L^\dagger)$. Every contraction in the latter is $c'(x^\dagger,y^\dagger)=c(x,y)^*$, and conjugation respects sums and products, so the result is $W_c(L)^*$.

## What the theorems say about operators and contractions

In the Lean file, operators are labels in an arbitrary type `I`, a string is a `List I`, and the contraction is a function `c : I → I → K` into a commutative ring. `wick c L` is $W_c(L)$, and `signedSum F L` is $S_F(L)$.

- `wick_reverse` is the reversal identity, for every contraction and every finite list, including the empty one and those of odd length.
- `wick_adjoint` adds a `StarRing` structure, which for complex numbers is conjugation, and a map `adj` on labels. Its hypothesis `h` is the compatibility condition above. Physically, it says that two-operator expectation values already behave correctly under the adjoint.
- `modeContraction_witness` verifies that condition for fermion modes with real occupations `f`. The label `(p, true)` is the creation operator of mode $p$ and `(p, false)` its annihilation operator; the only contractions not set to zero are those within one mode, $f_p$ for creation before annihilation and $1-f_p$ for the opposite order. The occupations need not lie between 0 and 1.

The contractions are given as data. There is no Fock space, no density operator and no anticommutation relation here, and Wick's theorem itself, which equates the sum with an expectation value, is not derived. For non-interacting fermions in a grand-canonical thermal state, or for a single Slater determinant, where that theorem applies, the result means that Wick evaluation gives a real value for any string equal to its own adjoint string.

```lean
import Mathlib

open Finset

namespace WickReversal

noncomputable section

variable {I J K R : Type*} [CommRing K] [CommRing R]

/-- The alternating sum over all ways of taking one operator out of a string; `F` receives
the removed operator and the remaining string. -/
def signedSum (F : I → List I → K) (L : List I) : K :=
  ∑ j : Fin L.length, (-1) ^ (j : ℕ) * F (L.get j) (L.eraseIdx j)

/-- The fermionic Wick sum of an operator string: the first operator is contracted with each
later one, with alternating signs, and the remaining string is treated in the same way. -/
def wick (c : I → I → K) : List I → K
  | [] => 1
  | x :: L => ∑ j : Fin L.length,
      (-1) ^ (j : ℕ) * (c x (L.get j) * wick c (L.eraseIdx j))
termination_by L => L.length
decreasing_by
  have h := List.length_eraseIdx_of_lt j.isLt
  simp only [List.length_cons]
  omega

/-- In a string with first operator `a`, either `a` is removed, or a later operator is removed
with one additional sign. -/
theorem signedSum_cons (F : I → List I → K) (a : I) (L : List I) :
    signedSum F (a :: L) = F a L - signedSum (fun y M => F y (a :: M)) L := by
  unfold signedSum
  change ∑ j : Fin (L.length + 1),
    (-1 : K) ^ (j : ℕ) * F ((a :: L).get j) ((a :: L).eraseIdx j) = _
  rw [Fin.sum_univ_succ, sub_eq_add_neg, ← Finset.sum_neg_distrib]
  refine congrArg₂ (· + ·) ?_ ?_
  · change (-1 : K) ^ 0 * F a L = F a L
    simp
  · refine Finset.sum_congr rfl fun j _ => ?_
    change (-1 : K) ^ ((j : ℕ) + 1) * F (L.get j) (a :: L.eraseIdx j) =
      -((-1) ^ (j : ℕ) * F (L.get j) (a :: L.eraseIdx j))
    ring

/-- Two removal sums over a string agree if their summands agree on all remaining strings
that are one operator shorter. -/
theorem signedSum_congr {F G : I → List I → K} (L : List I)
    (h : ∀ y M, M.length + 1 = L.length → F y M = G y M) :
    signedSum F L = signedSum G L := by
  unfold signedSum
  refine Finset.sum_congr rfl fun j _ => ?_
  have hj := j.isLt
  have hl := List.length_eraseIdx_of_lt hj
  rw [h _ _ (by omega)]

/-- In a string with last operator `x`, either an earlier operator is removed, or `x` is
removed with the sign of moving it past all the others. -/
theorem signedSum_concat (F : I → List I → K) (L : List I) (x : I) :
    signedSum F (L ++ [x]) =
      signedSum (fun y M => F y (M ++ [x])) L + (-1) ^ L.length * F x L := by
  induction L generalizing F with
  | nil =>
    rw [List.nil_append, signedSum_cons]
    simp [signedSum]
  | cons a L ih =>
    rw [List.cons_append, signedSum_cons, signedSum_cons, ih, List.length_cons]
    simp only [List.cons_append]
    ring

/-- Taking two operators out of a string in the opposite order changes the sign of the
double removal sum. -/
theorem signedSum_swap (G : I → I → List I → K) (L : List I) :
    signedSum (fun y M => signedSum (G y) M) L =
      -signedSum (fun y M => signedSum (fun z N => G z y N) M) L := by
  induction L generalizing G with
  | nil => simp [signedSum]
  | cons a L ih =>
    have hsub : ∀ F H : I → List I → K,
        signedSum (fun y M => F y M - H y M) L = signedSum F L - signedSum H L := by
      intro F H
      simp only [signedSum, mul_sub, Finset.sum_sub_distrib]
    -- either `a` is removed first, or second, or not at all
    have step : ∀ G : I → I → List I → K,
        signedSum (fun y M => signedSum (G y) M) (a :: L) =
          signedSum (G a) L - signedSum (fun y M => G y a M) L +
            signedSum (fun y M => signedSum (fun z N => G y z (a :: N)) M) L := by
      intro G
      simp only [signedSum_cons, hsub]
      ring
    have h1 := step G
    have h2 := step (fun y z N => G z y N)
    have h3 := ih (fun y z N => G y z (a :: N))
    linear_combination h1 + h2 + h3

/-- The Wick sum expanded along the first operator, written as a removal sum. -/
theorem wick_cons (c : I → I → K) (x : I) (L : List I) :
    wick c (x :: L) = signedSum (fun y M => c x y * wick c M) L := by
  rw [wick, signedSum]

/-- The Wick sum can equally be expanded along the last operator of the string. -/
theorem wick_concat (c : I → I → K) (L : List I) (x : I) :
    wick c (L ++ [x]) =
      (-1) ^ (L.length + 1) * signedSum (fun y M => c y x * wick c M) L := by
  have hmul : ∀ (k : K) (F : I → List I → K) (L : List I),
      k * signedSum F L = signedSum (fun y M => k * F y M) L := by
    intro k F L
    simp only [signedSum, Finset.mul_sum]
    exact Finset.sum_congr rfl fun j _ => by ring
  have main : ∀ (n : ℕ) (L : List I), L.length < n → wick c (L ++ [x]) =
      (-1) ^ (L.length + 1) * signedSum (fun y M => c y x * wick c M) L := by
    intro n
    induction n with
    | zero => intro L hL; omega
    | succ n ih =>
      intro L hL
      cases L with
      | nil => simp [wick_cons, signedSum]
      | cons a L =>
        have hL' : L.length < n := by simpa using hL
        -- expand along the first operator, then along the last
        have e1 : signedSum (fun y M => c a y * wick c (M ++ [x])) L =
            (-1) ^ L.length * signedSum (fun y M =>
              signedSum (fun z N => c a y * (c z x * wick c N)) M) L := by
          rw [hmul]
          refine signedSum_congr _ fun y M hM => ?_
          rw [ih M (by omega), ← hM]
          have h := hmul (c a y) (fun z N => c z x * wick c N) M
          linear_combination (-1) ^ (M.length + 1) * h
        -- expand along the last operator, then along the first
        have e2 : signedSum (fun y M => c y x * wick c (a :: M)) L =
            signedSum (fun y M =>
              signedSum (fun z N => c a z * (c y x * wick c N)) M) L := by
          refine signedSum_congr _ fun y M _ => ?_
          rw [wick_cons, hmul]
          exact signedSum_congr _ fun z N _ => by ring
        have e3 := signedSum_swap (fun y z N => c a y * (c z x * wick c N)) L
        rw [List.cons_append, wick_cons, signedSum_concat, signedSum_cons, e1, e2,
          List.length_cons]
        linear_combination (-1) ^ L.length * e3
  exact main _ L (Nat.lt_succ_self _)

/-- Reversing an operator string and exchanging the arguments of the contraction leaves the
Wick sum unchanged. -/
theorem wick_reverse (c : I → I → K) (L : List I) :
    wick (fun x y => c y x) L.reverse = wick c L := by
  -- removal sums of the reversed string
  have key : ∀ (F : I → List I → K) (L : List I), signedSum F L.reverse =
      (-1) ^ (L.length + 1) * signedSum (fun y M => F y M.reverse) L := by
    intro F L
    induction L generalizing F with
    | nil =>
      rw [List.reverse_nil]
      simp [signedSum]
    | cons a L ih =>
      rw [List.reverse_cons, signedSum_concat, ih, signedSum_cons, List.length_reverse,
        List.length_cons]
      simp only [List.reverse_cons]
      ring
  have main : ∀ (n : ℕ) (L : List I), L.length < n →
      wick (fun x y => c y x) L.reverse = wick c L := by
    intro n
    induction n with
    | zero => intro L hL; omega
    | succ n ih =>
      intro L hL
      cases L with
      | nil => simp [wick]
      | cons x L =>
        have hL' : L.length < n := by simpa using hL
        have e : signedSum (fun y M => c x y * wick (fun x y => c y x) M.reverse) L =
            signedSum (fun y M => c x y * wick c M) L :=
          signedSum_congr _ fun y M hM => by rw [ih M (by omega)]
        -- the two reversal signs cancel
        rw [List.reverse_cons, wick_concat, key, wick_cons, List.length_reverse, e,
          ← mul_assoc, ← mul_pow]
        simp
  exact main _ L (Nat.lt_succ_self _)

/-- If relabelling the operators acts on contractions as a ring homomorphism, it acts on
every Wick sum as the same homomorphism. -/
theorem wick_map (φ : K →+* R) (g : I → J) (c : I → I → K) (d : J → J → R)
    (h : ∀ x y, d (g x) (g y) = φ (c x y)) (L : List I) :
    wick d (L.map g) = φ (wick c L) := by
  have hmap : ∀ (F : J → List J → R) (L : List I),
      signedSum F (L.map g) = signedSum (fun y M => F (g y) (M.map g)) L := by
    intro F L
    induction L generalizing F with
    | nil =>
      rw [List.map_nil]
      simp [signedSum]
    | cons a L ih =>
      rw [List.map_cons, signedSum_cons, signedSum_cons, ih]
      simp only [List.map_cons]
  have hφ : ∀ (F : I → List I → K) (L : List I),
      φ (signedSum F L) = signedSum (fun y M => φ (F y M)) L := by
    intro F L
    simp [signedSum, map_sum]
  have main : ∀ (n : ℕ) (L : List I), L.length < n →
      wick d (L.map g) = φ (wick c L) := by
    intro n
    induction n with
    | zero => intro L hL; omega
    | succ n ih =>
      intro L hL
      cases L with
      | nil => simp [wick]
      | cons x L =>
        have hL' : L.length < n := by simpa using hL
        rw [List.map_cons, wick_cons, hmap, wick_cons, hφ]
        refine signedSum_congr _ fun y M hM => ?_
        rw [h, ih M (by omega), map_mul]
  exact main _ L (Nat.lt_succ_self _)

/-- If contractions are compatible with the adjoint, the Wick sum of the adjoint string
(reversed order, each operator replaced by its adjoint) is the conjugate of the Wick sum. -/
theorem wick_adjoint [StarRing K] (c : I → I → K) (adj : I → I)
    (h : ∀ x y, c (adj y) (adj x) = star (c x y)) (L : List I) :
    wick c (L.map adj).reverse = star (wick c L) :=
  (wick_reverse (fun x y => c y x) (L.map adj)).trans
    (wick_map (starRingEnd K) adj c (fun x y => c y x) (fun x y => h x y) L)

/-- The adjoint on mode operators: `(p, true)` labels the creation operator of mode `p` and
`(p, false)` its annihilation operator. -/
def dagger (x : I × Bool) : I × Bool := (x.1, !x.2)

/-- Contractions of fermion modes with real occupations `f`: within one mode `p`, creation before
annihilation gives `f p`, annihilation before creation gives `1 - f p`, and all others vanish. -/
def modeContraction [DecidableEq I] (f : I → ℝ) (x y : I × Bool) : ℂ :=
  if x.1 = y.1 ∧ x.2 ≠ y.2 then (if x.2 = true then (f x.1 : ℂ) else 1 - (f x.1 : ℂ)) else 0

/-- The contractions of fermion modes with real occupations are compatible with the
adjoint. -/
theorem modeContraction_witness [DecidableEq I] (f : I → ℝ) (x y : I × Bool) :
    modeContraction f (dagger y) (dagger x) = star (modeContraction f x y) := by
  obtain ⟨p, s⟩ := x
  obtain ⟨q, t⟩ := y
  by_cases h : p = q
  · subst h
    cases s <;> cases t <;> simp [modeContraction, dagger]
  · simp [modeContraction, dagger, h, Ne.symm h]

end

end WickReversal
```

```lean
#print axioms WickReversal.wick_reverse
#print axioms WickReversal.wick_adjoint
```

```
'WickReversal.wick_reverse' depends on axioms: [propext, Classical.choice, Quot.sound]
'WickReversal.wick_adjoint' depends on axioms: [propext, Classical.choice, Quot.sound]
```

## How the Lean proof follows the signs

`signedSum_cons` separates position 0 from the later positions, each of which gains one sign. `signedSum_concat` separates the last position instead, by induction: the earlier positions keep their signs, and the last operator carries $(-1)^{|L|}$. `signedSum_congr` allows a summand to be rewritten using only strings one operator shorter, which is how the induction hypotheses enter.

`signedSum_swap` replaces the comparison of positions $p<q$ by induction on the string. Its `step` distinguishes whether the front operator is removed first, second or not at all. The first two cases cancel against those of the exchanged sum, and the third is the induction hypothesis.

In `wick_concat`, `e1` produces the double sum $A$, `e2` produces $B$, and `e3` states $A=-B$; `linear_combination` then closes the goal. The induction runs over a bound `n` on the length, because removing an operator from the middle does not leave the tail of the list.

In `wick_reverse`, `key` is the formula for $S_F(L^r)$, and `e` applies the induction hypothesis under the sum. The final rewriting multiplies the two equal signs to 1.

`wick_map` shows that a relabelling which acts on contractions as a ring homomorphism acts in the same way on the whole Wick sum. `wick_adjoint` chains `wick_reverse` with `wick_map`, taking conjugation as the homomorphism. The mode example is settled by cases: different modes, or equal modes with creation or annihilation for each label.

## A complex occupation, and a sign that does not belong

The compatibility hypothesis in `wick_adjoint` is needed. Take one mode and set $c(a^\dagger,a)=i$, as if the occupation were imaginary. The string $a^\dagger a$ is its own adjoint string, so both Wick sums equal $i$, whereas the theorem's conclusion would require $i=i^*=-i$.

In the derivation, one may be led to add the sign of the reversing permutation, $(-1)^{n(n-1)/2}$ for $n$ operators, because fermion operators anticommute. Two operators show that this is wrong: $W_{c'}([y,x])=c'(y,x)=c(x,y)=W_c([x,y])$, with no minus sign. The exchanged arguments matter just as much. With $c$ in place of $c'$, reversing $a^\dagger a$ would change $f$ into $1-f$.
